# Interference between identical charges reveals the angle-dependent Coulomb phase

For two identical charged particles in a symmetric spatial state, the non-relativistic Coulomb cross section at angle $0<\theta<\pi$ is

$$|f(\theta)+f(\pi-\theta)|^2=\frac{n^2}{4k^2}\left(\frac1{S^4}+\frac1{C^4}+\frac{2\cos\varphi}{S^2C^2}\right),$$

with $S=\sin(\theta/2)$, $C=\cos(\theta/2)$ and $\varphi=n\log\tan^2(\theta/2)$. Here $\theta$ is the centre-of-mass scattering angle, $k>0$ the relative wave number and $n$ the Sommerfeld parameter, which measures the strength of the Coulomb interaction, is positive for repulsion and, for given charges and masses, is proportional to $1/k$. The amplitude is

$$f(\theta)=-\frac{n}{2kS^2}\,e^{i(2s-n\log S^2)},$$

where $s$ is the s-wave Coulomb phase shift. For every $n\neq0$ there is an angle at which this cross section differs from the one computed with the phase factor left out.

The amplitude is the starting point here; it is not derived from the Schrödinger equation. The number $s$ may be any real number, although physically it is fixed by $n$.

In Lean 4 with Mathlib:

```lean
import Mathlib

open Real

namespace MottScattering

noncomputable section
```

## The amplitude as a modulus and a phase

The first Born approximation, taken as the unscreened limit of a screened Coulomb potential, gives the real amplitude

$$a(\theta)=-\frac{n}{2kS^2}.$$

```lean
/-- First Born amplitude for Coulomb scattering with Sommerfeld parameter `n` and wave number `k`,
for `k ≠ 0` and `sin (θ/2) ≠ 0`. -/
def bornAmp (n k θ : ℝ) : ℝ := -n / (2 * k * Real.sin (θ / 2) ^ 2)
```

The Coulomb amplitude has the same modulus, and its phase depends on the angle:

$$\alpha(\theta)=2s-n\log S^2.$$

```lean
/-- Angle-dependent Coulomb phase, with `s` the s-wave Coulomb phase shift,
for `sin (θ/2) ≠ 0`. -/
def coulombPhase (n s θ : ℝ) : ℝ := 2 * s - n * Real.log (Real.sin (θ / 2) ^ 2)
```

Together they give $f(\theta)=a(\theta)\,e^{i\alpha(\theta)}$, which is complex-valued, so `coulombAmp` has type `ℂ` while its two ingredients are real.

```lean
/-- Coulomb amplitude: the Born amplitude times the Coulomb phase factor, for `k ≠ 0` and
`sin (θ/2) ≠ 0`. -/
def coulombAmp (n k s θ : ℝ) : ℂ :=
  (bornAmp n k θ : ℂ) * Complex.exp ((coulombPhase n s θ : ℂ) * Complex.I)
```

## Adding the exchanged amplitude

When the particles are identical, a detector at $\theta$ cannot tell scattering through $\theta$ from scattering through $\pi-\theta$, and the amplitudes add before squaring:

$$I_\varepsilon(\theta)=|f(\theta)+\varepsilon f(\pi-\theta)|^2.$$

A symmetric spatial state has $\varepsilon=1$, an antisymmetric one $\varepsilon=-1$. The definition accepts any real weight. Its normalisation counts either particle arriving at the detector, with no factor of one half.

```lean
/-- Cross section `|f(θ) + ε f(π - θ)|²` with exchange weight `ε`: `1` for a symmetric and `-1`
for an antisymmetric spatial state. Its domain is `k ≠ 0`, `0 < θ < π`. -/
def exchangeCS (ε n k s θ : ℝ) : ℝ :=
  ‖coulombAmp n k s θ + (ε : ℂ) * coulombAmp n k s (π - θ)‖ ^ 2
```

If each particle has $d$ spin states, then $d(d+1)/2$ of the $d^2$ pair states are symmetric and $d(d-1)/2$ are antisymmetric. If beam and target are both unpolarised, all pair states are equally populated, so

$$I_{\rm unpol}=\frac{d+1}{2d}I_\varepsilon+\frac{d-1}{2d}I_{-\varepsilon},$$

where $\varepsilon=1$ now stands for bosons and $\varepsilon=-1$ for fermions. The link between spin and statistics is not imposed: $d$ and $\varepsilon$ are chosen independently.

```lean
/-- Cross section of unpolarised identical particles with `d` spin states each: symmetric spin
states go with exchange sign `ε`, antisymmetric ones with `-ε`. Its domain is `d ≠ 0`, `k ≠ 0`,
`0 < θ < π`. -/
def unpolarisedCS (ε : ℝ) (d : ℕ) (n k s θ : ℝ) : ℝ :=
  ((d : ℝ) + 1) / (2 * d) * exchangeCS ε n k s θ
    + ((d : ℝ) - 1) / (2 * d) * exchangeCS (-ε) n k s θ
```

## Two waves and their phase difference

For real $a,b,\varepsilon,\alpha,\beta$, add the squares of the real and imaginary parts:

$$\begin{aligned}
|ae^{i\alpha}+\varepsilon be^{i\beta}|^2
&=(a\cos\alpha+\varepsilon b\cos\beta)^2+(a\sin\alpha+\varepsilon b\sin\beta)^2\\
&=a^2+\varepsilon^2b^2+2\varepsilon ab\cos(\alpha-\beta).
\end{aligned}$$

The last line uses $\sin^2+\cos^2=1$ once for each wave and the addition formula for the cosine.

```lean
/-- Two superposed waves interfere through the cosine of their phase difference. -/
theorem two_wave_interference (a b ε α β : ℝ) :
    ‖(a : ℂ) * Complex.exp ((α : ℂ) * Complex.I)
      + (ε : ℂ) * ((b : ℂ) * Complex.exp ((β : ℂ) * Complex.I))‖ ^ 2
      = a ^ 2 + ε ^ 2 * b ^ 2 + 2 * ε * a * b * Real.cos (α - β) := by
  rw [Complex.sq_norm, Complex.normSq_apply]
  simp only [Complex.add_re, Complex.add_im, Complex.mul_re, Complex.mul_im, Complex.ofReal_re,
    Complex.ofReal_im, Complex.exp_ofReal_mul_I_re, Complex.exp_ofReal_mul_I_im]
  rw [Real.cos_sub]
  linear_combination a ^ 2 * Real.sin_sq_add_cos_sq α
    + ε ^ 2 * b ^ 2 * Real.sin_sq_add_cos_sq β
```

The `simp only` call splits the expression into real and imaginary parts, and `linear_combination` supplies the two Pythagorean identities with weights $a^2$ and $\varepsilon^2b^2$.

The exchanged amplitude needs the half angle of $\pi-\theta$:

$$\sin\frac{\pi-\theta}{2}=\sin\left(\frac\pi2-\frac\theta2\right)=\cos\frac\theta2.$$

```lean
/-- Exchanging the two outgoing particles turns the sine of the half angle into its cosine. -/
theorem sin_half_exchange (θ : ℝ) : Real.sin ((π - θ) / 2) = Real.cos (θ / 2) := by
  rw [show (π - θ) / 2 = π / 2 - θ / 2 by ring, Real.sin_pi_div_two_sub]
```

Since $0<\theta/2<\pi/2$, both $S$ and $C$ are positive. This permits the division by them and the splitting of logarithms below.

```lean
/-- For a scattering angle strictly between `0` and `π`, sine and cosine of the half angle are
positive. -/
theorem half_angle_pos {θ : ℝ} (h0 : 0 < θ) (hπ : θ < π) :
    0 < Real.sin (θ / 2) ∧ 0 < Real.cos (θ / 2) :=
  ⟨Real.sin_pos_of_pos_of_lt_pi (by linarith) (by linarith),
    Real.cos_pos_of_mem_Ioo ⟨by linarith, by linarith⟩⟩
```

## One amplitude alone hides the phase

Because $|e^{i\alpha}|=1$,

$$|f(\theta)|^2=a(\theta)^2=\frac{n^2}{4k^2S^4}.$$

This is the Rutherford law. For distinguishable particles the pure Coulomb cross section therefore does not contain $\alpha$, and the first Born approximation already yields the full cross section of this amplitude.

```lean
/-- A single Coulomb amplitude gives the squared Born amplitude, whatever the Coulomb phase. -/
theorem rutherford (n k s θ : ℝ) : ‖coulombAmp n k s θ‖ ^ 2 = bornAmp n k θ ^ 2 := by
  unfold coulombAmp
  rw [norm_mul, Complex.norm_exp_ofReal_mul_I, mul_one, Complex.norm_real, Real.norm_eq_abs,
    sq_abs]
```

## The Mott formula

With two amplitudes the phase difference matters. The constant $2s$ cancels, leaving

$$\alpha(\theta)-\alpha(\pi-\theta)=-n\log S^2+n\log C^2=-n\log\frac{S^2}{C^2}=-\varphi.$$

The moduli enter through

$$a(\theta)^2=\frac{n^2}{4k^2S^4},\qquad a(\pi-\theta)^2=\frac{n^2}{4k^2C^4},\qquad a(\theta)\,a(\pi-\theta)=\frac{n^2}{4k^2S^2C^2}.$$

Inserting these into the two-wave identity, and using that the cosine is even, gives

$$I_\varepsilon=\frac{n^2}{4k^2}\left(\frac1{S^4}+\frac{\varepsilon^2}{C^4}+\frac{2\varepsilon\cos\varphi}{S^2C^2}\right).$$

```lean
/-- Mott formula: for `k > 0` and `0 < θ < π` the denominators are positive, and the exchange cross
section is two Rutherford terms, the second weighted by `ε²`, plus an interference term in
`n log tan²(θ/2)`. -/
theorem mott_formula (ε n s : ℝ) {k θ : ℝ} (hk : 0 < k) (h0 : 0 < θ) (hπ : θ < π) :
    0 < k * Real.sin (θ / 2) ^ 2 * Real.cos (θ / 2) ^ 2 ∧
    exchangeCS ε n k s θ = n ^ 2 / (4 * k ^ 2) *
      (1 / Real.sin (θ / 2) ^ 4 + ε ^ 2 / Real.cos (θ / 2) ^ 4
        + 2 * ε * Real.cos (n * Real.log (Real.tan (θ / 2) ^ 2))
          / (Real.sin (θ / 2) ^ 2 * Real.cos (θ / 2) ^ 2)) := by
  obtain ⟨hS, hC⟩ := half_angle_pos h0 hπ
  -- the common phase `2 s` cancels; the logarithms combine
  have hphase : coulombPhase n s θ - coulombPhase n s (π - θ)
      = -(n * Real.log (Real.tan (θ / 2) ^ 2)) := by
    unfold coulombPhase
    rw [sin_half_exchange, Real.tan_eq_sin_div_cos, div_pow,
      Real.log_div (by positivity) (by positivity)]
    ring
  refine ⟨by positivity, ?_⟩
  unfold exchangeCS coulombAmp
  rw [two_wave_interference, hphase, Real.cos_neg]
  unfold bornAmp
  rw [sin_half_exchange]
  ring
```

The theorem `mott_formula` has two parts. The first says that $kS^2C^2>0$, so no denominator in the formula vanishes; the second is the formula for every real $\varepsilon$, and $\varepsilon=1$ is the case stated at the beginning. In the proof, `hphase` is the phase difference, with `Real.log_div` combining the logarithms, and the final `ring` collects the moduli.

## When the phase lowers the cross section

Without phase factors, the symmetric state would have the cross section $(a+b)^2$, where $a=a(\theta)$ and $b=a(\pi-\theta)$. Subtracting the Mott formula leaves only the interference terms:

$$(a+b)^2-I_1=2ab(1-\cos\varphi)=\frac{n^2}{2k^2S^2C^2}(1-\cos\varphi).$$

For $n\neq0$ the prefactor is positive, and $\cos\varphi\le1$. Hence $I_1<(a+b)^2$ exactly when $\cos\varphi\neq1$.

```lean
/-- For `n ≠ 0`, `k > 0` and `0 < θ < π`, the cross section with `ε = 1` lies below the one
computed from the phase-free Born amplitudes exactly when `cos (n log tan²(θ/2)) ≠ 1`. -/
theorem lt_born_iff (s : ℝ) {n k θ : ℝ} (hn : n ≠ 0) (hk : 0 < k) (h0 : 0 < θ) (hπ : θ < π) :
    exchangeCS 1 n k s θ < (bornAmp n k θ + bornAmp n k (π - θ)) ^ 2 ↔
      Real.cos (n * Real.log (Real.tan (θ / 2) ^ 2)) ≠ 1 := by
  obtain ⟨hS, hC⟩ := half_angle_pos h0 hπ
  -- only the interference terms differ
  have key : (bornAmp n k θ + bornAmp n k (π - θ)) ^ 2 - exchangeCS 1 n k s θ
      = n ^ 2 / (2 * k ^ 2 * Real.sin (θ / 2) ^ 2 * Real.cos (θ / 2) ^ 2)
        * (1 - Real.cos (n * Real.log (Real.tan (θ / 2) ^ 2))) := by
    rw [(mott_formula 1 n s hk h0 hπ).2]
    unfold bornAmp
    rw [sin_half_exchange]
    ring
  have hpos : 0 < n ^ 2 / (2 * k ^ 2 * Real.sin (θ / 2) ^ 2 * Real.cos (θ / 2) ^ 2) := by
    positivity
  constructor
  · intro h hc
    rw [hc, sub_self, mul_zero] at key
    linarith
  · intro hc
    have hlt := lt_of_le_of_ne (Real.cos_le_one _) hc
    have hprod := mul_pos hpos (sub_pos.2 hlt)
    linarith
```

The displayed difference is `key`, and `hpos` is the sign of its prefactor. The two branches after `constructor` treat the two directions of the equivalence.

It remains to find an angle with $\cos\varphi\neq1$. Take

$$\theta_*=2\arctan e^{\pi/(2n)}.$$

It lies between $0$ and $\pi$, because the arctangent of a positive number lies between $0$ and $\pi/2$. Then $\tan^2(\theta_*/2)=e^{\pi/n}$, so $\varphi=n\cdot\pi/n=\pi$ and $\cos\varphi=-1$.

```lean
/-- For every `n ≠ 0` and `k > 0` there is a scattering angle at which the cross section with
`ε = 1` is smaller than the phase-free Born amplitudes give. -/
theorem coulomb_phase_observable (s : ℝ) {n k : ℝ} (hn : n ≠ 0) (hk : 0 < k) :
    ∃ θ, 0 < θ ∧ θ < π ∧
      exchangeCS 1 n k s θ < (bornAmp n k θ + bornAmp n k (π - θ)) ^ 2 := by
  -- choose the angle with `tan²(θ/2) = exp (π/n)`, where the cosine is `-1`
  have h0 : 0 < 2 * Real.arctan (Real.exp (π / (2 * n))) :=
    mul_pos two_pos (Real.arctan_pos.2 (Real.exp_pos _))
  have hπ : 2 * Real.arctan (Real.exp (π / (2 * n))) < π := by
    linarith [Real.arctan_lt_pi_div_two (Real.exp (π / (2 * n)))]
  refine ⟨_, h0, hπ, (lt_born_iff s hn hk h0 hπ).2 ?_⟩
  have harg : n * (((2 : ℕ) : ℝ) * (π / (2 * n))) = π := by
    push_cast
    field_simp
  rw [mul_div_cancel_left₀ _ (two_ne_zero' ℝ), Real.tan_arctan, Real.log_pow, Real.log_exp,
    harg, Real.cos_pi]
  norm_num
```

By `coulomb_phase_observable`, the cross section at some angle is strictly smaller than its phase-free value. What shows up is the variation of the phase with angle, since $s$ has dropped out. For small $n>0$ the angle $\theta_*$ lies close to $\pi$, so the existence of the angle does not promise a convenient measurement.

The same subtraction settles the antisymmetric spatial state, a neighbouring case for which the file has no separate theorem. There

$$I_{-1}-(a-b)^2=2ab(1-\cos\varphi),$$

so for $n\neq0$ the phase raises the cross section at exactly those angles where it lowers the symmetric one.

## Spin weakens the interference

Write $R=|f(\theta)|^2+|f(\pi-\theta)|^2$ for the sum without interference. The parallelogram law gives $I_1+I_{-1}=2R$. For $\varepsilon=1$,

$$I_{\rm unpol}=\frac{d+1}{2d}I_1+\frac{d-1}{2d}(2R-I_1)=R+\frac1d(I_1-R),$$

and for $\varepsilon=-1$ the two weights change places, which reverses the sign of the last term. In both cases

$$I_{\rm unpol}=R+\frac{\varepsilon}{d}(I_1-R).$$

```lean
/-- For `d ≥ 1` spin states and exchange sign `ε = ±1`, the interference part of the unpolarised
cross section is `ε/d` times that of the cross section with exchange weight `1`. -/
theorem spin_dilution {ε : ℝ} (hε : ε = 1 ∨ ε = -1) {d : ℕ} (hd : d ≠ 0) (n k s θ : ℝ) :
    unpolarisedCS ε d n k s θ
      = (‖coulombAmp n k s θ‖ ^ 2 + ‖coulombAmp n k s (π - θ)‖ ^ 2)
        + ε / d * (exchangeCS 1 n k s θ
          - (‖coulombAmp n k s θ‖ ^ 2 + ‖coulombAmp n k s (π - θ)‖ ^ 2)) := by
  have hd' : (d : ℝ) ≠ 0 := Nat.cast_ne_zero.2 hd
  -- parallelogram law for the two exchange signs
  have hpar : exchangeCS (-1) n k s θ
      = 2 * (‖coulombAmp n k s θ‖ ^ 2 + ‖coulombAmp n k s (π - θ)‖ ^ 2)
        - exchangeCS 1 n k s θ := by
    unfold exchangeCS
    simp only [Complex.sq_norm, Complex.normSq_apply, Complex.add_re, Complex.add_im,
      Complex.mul_re, Complex.mul_im, Complex.ofReal_re, Complex.ofReal_im]
    ring
  unfold unpolarisedCS
  rcases hε with rfl | rfl
  · rw [hpar]
    field_simp
    ring
  · rw [neg_neg, hpar]
    field_simp
    ring
```

Here `hpar` is the parallelogram law solved for $I_{-1}$, and `rcases` separates the two signs. For $d=1$ the antisymmetric spin states are absent and the interference has full strength.

At $\theta=\pi/2$ the two amplitudes coincide. Therefore $I_1=|2f|^2=4|f|^2$ and $R=2|f|^2$, which gives

$$I_{\rm unpol}(\pi/2)=\left(1+\frac{\varepsilon}{d}\right)2|f(\pi/2)|^2.$$

Spinless bosons thus scatter at twice the rate of the sum without interference, and spin-½ fermions at half of it. The Coulomb phase plays no part at this angle, where $\varphi=0$.

```lean
/-- At ninety degrees, for `d ≥ 1` spin states and `ε = ±1`, the unpolarised cross section is
`1 + ε/d` times the sum of the two equal single-amplitude terms. -/
theorem ninety_degrees {ε : ℝ} (hε : ε = 1 ∨ ε = -1) {d : ℕ} (hd : d ≠ 0) (n k s : ℝ) :
    unpolarisedCS ε d n k s (π / 2)
      = (1 + ε / d) * (2 * ‖coulombAmp n k s (π / 2)‖ ^ 2) := by
  have hhalf : π - π / 2 = π / 2 := by ring
  have h4 : exchangeCS 1 n k s (π / 2) = 4 * ‖coulombAmp n k s (π / 2)‖ ^ 2 := by
    unfold exchangeCS
    rw [hhalf, Complex.ofReal_one, one_mul, ← two_mul, norm_mul, mul_pow]
    norm_num
  rw [spin_dilution hε hd, h4, hhalf]
  ring

end

end MottScattering
```

For approximate scattering calculations, this pure Coulomb model of two particles shows that an amplitude can give the right cross section on its own and still fail once it is added coherently to another.

```lean
#print axioms MottScattering.rutherford
-- 'MottScattering.rutherford' depends on axioms: [propext, Classical.choice, Quot.sound]
#print axioms MottScattering.coulomb_phase_observable
-- 'MottScattering.coulomb_phase_observable' depends on axioms: [propext, Classical.choice, Quot.sound]
#print axioms MottScattering.ninety_degrees
-- 'MottScattering.ninety_degrees' depends on axioms: [propext, Classical.choice, Quot.sound]
```
